# Finite-size error of the gap in a dimerized Hückel ring, and why linear 1/n extrapolation undershoots for large odd numbers of cells

The first modelling choice is what "the gap of a finite ring" means. Here it is the infimum of the Bloch gaps over the momenta that the ring allows. The closed formula for it is then a theorem, not a definition.

## The identity and the limits

Take a ring of $n$ two-site cells with alternating hoppings $a > b > 0$. At crystal momentum $k$ the Bloch gap is $2|a + b e^{ik}|$, and the allowed momenta are $k = 2\pi j/n$ with $j = 0, \dots, n-1$. For odd $n$ the smallest of these gaps is

$$g(n) = 2\sqrt{(a-b)^2 + 4ab\,\sin^2\frac{\pi}{2n}} .$$

Write $\Delta = 2(a-b)$ for the limiting gap and $C = \pi^2 ab/(a-b)$. Along odd $n$,

$$n^2\,\bigl(g(n) - \Delta\bigr) \to C ,$$

and the linear extrapolant $(3g(3n) - g(n))/2$ is below $\Delta$ for all sufficiently large odd $n$.

## Use in size extrapolation and testing

A script that fits gaps from a series of ring or supercell sizes to a straight line in $1/n$ assumes a leading $1/n$ error; in this non-interacting, periodic, one-dimensional model with $a > b > 0$, the leading error along odd $n$ is $1/n^2$. For even $n$ the momentum $k = \pi$ is allowed and the gap equals $\Delta$ exactly. For odd $n$ the closed formula also gives an exact reference value for testing a tight-binding routine on this model.

## Derivation

**The gap at one momentum.** The Bloch Hamiltonian has zero diagonal and off-diagonal elements $h = a + b e^{ik}$ and $\bar h$. Its secular equation is $E^2 - |h|^2 = 0$, so the levels are $\pm|h|$ and the gap is $2|h|$. Using $\cos k = 2\cos^2(k/2) - 1$,

$$|h|^2 = a^2 + b^2 + 2ab\cos k = (a-b)^2 + 4ab\cos^2(k/2).$$

**The smallest gap.** Set $t = \pi/(2n)$. Then $k/2 = \pi j/n = 2jt$ and $\pi/2 = nt$, so

$$|\cos(k/2)| = \sin\bigl(|n - 2j|\,t\bigr).$$

Since $n$ is odd, $|n-2j|$ is at least 1; since $0 \le j < n$, it is at most $n$. The angle therefore lies between $t$ and $\pi/2$, where the sine increases, and $\cos^2(k/2) \ge \sin^2 t$. Equality holds at $j = (n-1)/2$, which gives $g(n)$.

**The finite-size law.** Let $R = \sqrt{(a-b)^2 + 4ab\sin^2 t}$. Rationalising,

$$n^2(g(n) - \Delta) = 2n^2\,\bigl(R - (a-b)\bigr) = \frac{8ab\,(n\sin t)^2}{R + (a-b)} .$$

As $n$ grows, $n \sin t \to \pi/2$ and $R \to a-b$, so the right side tends to $8ab(\pi^2/4)/(2(a-b)) = C$.

**Extrapolation.** For a weight $w \ne 1$, consider $(w\,g(3n) - g(n))/(w-1)$. With $e(n) = g(n) - \Delta$, its error is $(w\,e(3n) - e(n))/(w-1)$. Because $n^2 e(3n) = (3n)^2 e(3n)/9 \to C/9$, the error times $n^2$ tends to

$$\frac{w/9 - 1}{w - 1}\,C .$$

For $w = 3$, which removes a $1/n$ term, this is $-C/3$, so the extrapolant eventually undershoots. To leading order its error is three times as large as that of the unextrapolated $g(3n)$, with the opposite sign. For $w = 9$, which removes a $1/n^2$ term, the limit is zero.

## The Lean file

```lean
import Mathlib

open Filter
open scoped Real Topology

namespace DimerizedHueckelRing

noncomputable section

/-- Off-diagonal Bloch element `a + b exp(ik)` of a chain with alternating hoppings `a`, `b`. -/
def hop (a b k : ℝ) : ℂ := (a : ℂ) + b * Complex.exp (k * Complex.I)

/-- The Bloch Hamiltonian of the two-site cell at crystal momentum `k`. -/
def blochH (a b k : ℝ) : Matrix (Fin 2) (Fin 2) ℂ :=
  !![0, starRingEnd ℂ (hop a b k); hop a b k, 0]

/-- The Bloch gap `2 |a + b exp(ik)|` at crystal momentum `k`. -/
def blochGap (a b k : ℝ) : ℝ := 2 * ‖hop a b k‖

/-- The Bloch gaps at the momenta `k = 2πj/n` allowed on a ring of `n` cells. -/
def blochGaps (a b : ℝ) (n : ℕ) : Set ℝ :=
  {g | ∃ j : ℕ, j < n ∧ blochGap a b (2 * π * j / n) = g}

/-- The gap of the ring of `n` cells: the infimum of its Bloch gaps. -/
def ringGap (a b : ℝ) (n : ℕ) : ℝ := sInf (blochGaps a b n)

/-- The closed expression `2 √((a-b)² + 4ab sin²(π/2n))`. -/
def closedGap (a b : ℝ) (n : ℕ) : ℝ :=
  2 * Real.sqrt ((a - b) ^ 2 + 4 * a * b * Real.sin (π / (2 * n)) ^ 2)

/-- Extrapolation from rings of `n` and `3n` cells with weight `w`; `w = 3` eliminates
a `1/n` term and `w = 9` eliminates a `1/n²` term. -/
def extrapolant (a b w : ℝ) (n : ℕ) : ℝ :=
  (w * ringGap a b (3 * n) - ringGap a b n) / (w - 1)

/-- The real energies solving the secular equation at momentum `k` are plus and minus half
the Bloch gap. -/
theorem secular_equation (a b k E : ℝ) :
    (blochH a b k - (E : ℂ) • (1 : Matrix (Fin 2) (Fin 2) ℂ)).det = 0 ↔
      E = blochGap a b k / 2 ∨ E = -(blochGap a b k / 2) := by
  have h : starRingEnd ℂ (hop a b k) * hop a b k = (‖hop a b k‖ : ℂ) ^ 2 := by
    rw [mul_comm, Complex.mul_conj, Complex.normSq_eq_norm_sq, Complex.ofReal_pow]
  have hdet : (blochH a b k - (E : ℂ) • (1 : Matrix (Fin 2) (Fin 2) ℂ)).det
      = ((E ^ 2 - ‖hop a b k‖ ^ 2 : ℝ) : ℂ) := by
    rw [Matrix.det_fin_two]
    simp [blochH]
    linear_combination -h
  have hg : blochGap a b k / 2 = ‖hop a b k‖ := by
    unfold blochGap
    ring
  rw [hdet, Complex.ofReal_eq_zero, hg, sub_eq_zero, sq_eq_sq_iff_eq_or_eq_neg]

/-- The Bloch gap written with the half-angle of the crystal momentum. -/
theorem blochGap_eq (a b k : ℝ) :
    blochGap a b k = 2 * Real.sqrt ((a - b) ^ 2 + 4 * a * b * Real.cos (k / 2) ^ 2) := by
  have hre : (hop a b k).re = a + b * Real.cos k := by
    simp [hop, Complex.exp_ofReal_mul_I_re]
  have him : (hop a b k).im = b * Real.sin k := by
    simp [hop, Complex.exp_ofReal_mul_I_im]
  have hc : Real.cos k = 2 * Real.cos (k / 2) ^ 2 - 1 := by
    rw [← Real.cos_two_mul]
    congr 1
    ring
  have hsq : ‖hop a b k‖ ^ 2 = (a - b) ^ 2 + 4 * a * b * Real.cos (k / 2) ^ 2 := by
    rw [Complex.sq_norm, Complex.normSq_apply, hre, him]
    linear_combination b ^ 2 * Real.sin_sq_add_cos_sq k + 2 * a * b * hc
  rw [← hsq, Real.sqrt_sq (norm_nonneg _), blochGap]

/-- On a ring with an odd number of cells, `cos²(k/2)` is at least `sin²(π/2n)` at every
allowed momentum. -/
theorem sin_sq_le_cos_sq {n j : ℕ} (hn : Odd n) (hj : j < n) :
    Real.sin (π / (2 * n)) ^ 2 ≤ Real.cos (2 * π * j / n / 2) ^ 2 := by
  have hn0 : (0 : ℝ) < n := by exact_mod_cast Nat.zero_lt_of_lt hj
  have hn1 : (1 : ℝ) ≤ n := by exact_mod_cast Nat.zero_lt_of_lt hj
  have hpi := Real.pi_pos
  -- measure all angles in units of t = π/2n
  obtain ⟨t, ht⟩ : ∃ t : ℝ, t = π / (2 * (n : ℝ)) := ⟨_, rfl⟩
  have ht0 : 0 < t := by rw [ht]; positivity
  have hnt : n * t = π / 2 := by rw [ht]; field_simp
  have hjt : 2 * π * j / n / 2 = 2 * j * t := by rw [ht]; field_simp
  rw [← ht, hjt]
  have h1 := mul_le_mul_of_nonneg_right hn1 ht0.le
  have h0 : 0 ≤ Real.sin t :=
    Real.sin_nonneg_of_nonneg_of_le_pi ht0.le (by linarith)
  have hjn : (j : ℝ) ≤ n := by exact_mod_cast hj.le
  have h2 := mul_le_mul_of_nonneg_right hjn ht0.le
  have h3 : 0 ≤ (j : ℝ) * t := by positivity
  have hcase : 2 * j + 1 ≤ n ∨ n + 1 ≤ 2 * j := by
    obtain ⟨m, hm⟩ := hn
    omega
  rcases hcase with h | h
  · have hr : 2 * (j : ℝ) + 1 ≤ n := by exact_mod_cast h
    have p := mul_le_mul_of_nonneg_right hr ht0.le
    have q : Real.sin t ≤ Real.sin (π / 2 - 2 * j * t) :=
      Real.sin_le_sin_of_le_of_le_pi_div_two (by linarith) (by nlinarith) (by nlinarith)
    rw [Real.sin_pi_div_two_sub] at q
    exact pow_le_pow_left₀ h0 q 2
  · have hr : (n : ℝ) + 1 ≤ 2 * j := by exact_mod_cast h
    have p := mul_le_mul_of_nonneg_right hr ht0.le
    have q : Real.sin t ≤ Real.sin (2 * j * t - π / 2) :=
      Real.sin_le_sin_of_le_of_le_pi_div_two (by linarith) (by nlinarith) (by nlinarith)
    rw [Real.sin_sub_pi_div_two] at q
    have r := pow_le_pow_left₀ h0 q 2
    rwa [neg_sq] at r

/-- For an odd number of cells and hoppings with `ab ≥ 0`, the closed expression is the
smallest Bloch gap, and it equals the ring gap. -/
theorem ringGap_closed {a b : ℝ} (hab : 0 ≤ a * b) {n : ℕ} (hn : Odd n) :
    IsLeast (blochGaps a b n) (closedGap a b n) ∧ ringGap a b n = closedGap a b n := by
  have key : IsLeast (blochGaps a b n) (closedGap a b n) := by
    constructor
    · -- the minimum is attained at j = (n-1)/2
      obtain ⟨m, rfl⟩ := hn
      refine ⟨m, by omega, ?_⟩
      have e : Real.cos (2 * π * m / ((2 * m + 1 : ℕ) : ℝ) / 2)
          = Real.sin (π / (2 * ((2 * m + 1 : ℕ) : ℝ))) := by
        rw [← Real.cos_pi_div_two_sub]
        congr 1
        have hm : (2 * (m : ℝ) + 1) ≠ 0 := by positivity
        push_cast
        field_simp
        ring
      rw [blochGap_eq, e, closedGap]
    · rintro _ ⟨j, hj, rfl⟩
      rw [blochGap_eq, closedGap]
      refine mul_le_mul_of_nonneg_left (Real.sqrt_le_sqrt ?_) (by norm_num)
      nlinarith [mul_le_mul_of_nonneg_left (sin_sq_le_cos_sq hn hj) hab]
  exact ⟨key, key.csInf_eq⟩

/-- The angle `π/2n` tends to zero, and `n sin(π/2n)` tends to `π/2`. -/
theorem tendsto_angle :
    Tendsto (fun n : ℕ => π / (2 * (n : ℝ))) atTop (𝓝 0) ∧
    Tendsto (fun n : ℕ => (n : ℝ) * Real.sin (π / (2 * n))) atTop (𝓝 (π / 2)) := by
  have h0 : Tendsto (fun n : ℕ => π / (2 * (n : ℝ))) atTop (𝓝 0) :=
    (tendsto_const_div_atTop_nhds_zero_nat (π / 2)).congr fun n => div_div _ _ _
  refine ⟨h0, ?_⟩
  have h1 : Tendsto (fun n : ℕ => π / (2 * (n : ℝ))) atTop (𝓝[≠] 0) := by
    refine tendsto_nhdsWithin_iff.2 ⟨h0, ?_⟩
    filter_upwards [eventually_gt_atTop 0] with n hn
    have hn' : (0 : ℝ) < n := by exact_mod_cast hn
    exact (by positivity : π / (2 * (n : ℝ)) ≠ 0)
  -- the slope of the sine at the origin is one
  have h2 := ((hasDerivAt_iff_tendsto_slope_zero.1 (Real.hasDerivAt_sin 0)).comp h1).const_mul
    (π / 2)
  rw [Real.cos_zero, mul_one] at h2
  refine h2.congr' ?_
  filter_upwards [eventually_gt_atTop 0] with n hn
  have hn' : (n : ℝ) ≠ 0 := by exact_mod_cast hn.ne'
  have hpi := Real.pi_ne_zero
  simp only [Function.comp_apply, zero_add, Real.sin_zero, sub_zero, smul_eq_mul]
  generalize Real.sin (π / (2 * (n : ℝ))) = s
  field_simp

/-- The closed expression approaches `2(a-b)` with the coefficient `π²ab/(a-b)` of `1/n²`. -/
theorem closedGap_scaling {a b : ℝ} (hb : 0 < b) (hab : b < a) :
    Tendsto (fun n : ℕ => (n : ℝ) ^ 2 * (closedGap a b n - 2 * (a - b))) atTop
      (𝓝 (π ^ 2 * a * b / (a - b))) := by
  have ha : 0 < a := hb.trans hab
  have hD : 0 < a - b := sub_pos.2 hab
  have hc : Continuous fun x : ℝ =>
      Real.sqrt ((a - b) ^ 2 + 4 * a * b * Real.sin x ^ 2) := by fun_prop
  have hr : Tendsto (fun n : ℕ =>
      Real.sqrt ((a - b) ^ 2 + 4 * a * b * Real.sin (π / (2 * (n : ℝ))) ^ 2)) atTop
      (𝓝 (Real.sqrt ((a - b) ^ 2 + 4 * a * b * Real.sin 0 ^ 2))) :=
    (hc.tendsto 0).comp tendsto_angle.1
  rw [Real.sin_zero, show (a - b) ^ 2 + 4 * a * b * (0 : ℝ) ^ 2 = (a - b) ^ 2 by ring,
    Real.sqrt_sq hD.le] at hr
  have h2 : (a - b) + (a - b) ≠ 0 := by linarith
  -- rationalise the difference of the square root and a - b
  have key : Tendsto (fun n : ℕ => 8 * a * b * ((n : ℝ) * Real.sin (π / (2 * n))) ^ 2 /
      (Real.sqrt ((a - b) ^ 2 + 4 * a * b * Real.sin (π / (2 * (n : ℝ))) ^ 2) + (a - b)))
      atTop (𝓝 (8 * a * b * (π / 2) ^ 2 / ((a - b) + (a - b)))) :=
    ((tendsto_angle.2.pow 2).const_mul (8 * a * b)).div (hr.add_const (a - b)) h2
  have el : 8 * a * b * (π / 2) ^ 2 / ((a - b) + (a - b)) = π ^ 2 * a * b / (a - b) := by
    rw [div_eq_div_iff h2 hD.ne']
    ring
  rw [el] at key
  refine key.congr fun n => ?_
  dsimp only [closedGap]
  have hsq := Real.sq_sqrt (show
    0 ≤ (a - b) ^ 2 + 4 * a * b * Real.sin (π / (2 * (n : ℝ))) ^ 2 by positivity)
  rw [div_eq_iff (by positivity)]
  linear_combination (-2 * (n : ℝ) ^ 2) * hsq

/-- Finite-size law: along odd `n = 2m+1`, `n²` times the excess of the ring gap over
`2(a-b)` tends to `π²ab/(a-b)`. -/
theorem ringGap_scaling {a b : ℝ} (hb : 0 < b) (hab : b < a) :
    Tendsto (fun m : ℕ => ((2 * m + 1 : ℕ) : ℝ) ^ 2 *
      (ringGap a b (2 * m + 1) - 2 * (a - b))) atTop (𝓝 (π ^ 2 * a * b / (a - b))) := by
  have hodd : Tendsto (fun m : ℕ => 2 * m + 1) atTop atTop :=
    tendsto_atTop.2 fun c => (eventually_ge_atTop c).mono fun m hm => by omega
  refine ((closedGap_scaling hb hab).comp hodd).congr fun m => ?_
  simp only [Function.comp_apply]
  rw [(ringGap_closed (mul_pos (hb.trans hab) hb).le ⟨m, rfl⟩).2]

/-- The error of the extrapolant with weight `w ≠ 1`, multiplied by `n²`, tends to
`(w/9 - 1)/(w - 1)` times `π²ab/(a-b)` along odd `n`. -/
theorem extrapolant_error {a b w : ℝ} (hb : 0 < b) (hab : b < a) (hw : w ≠ 1) :
    Tendsto (fun m : ℕ => ((2 * m + 1 : ℕ) : ℝ) ^ 2 *
      (extrapolant a b w (2 * m + 1) - 2 * (a - b))) atTop
      (𝓝 ((w / 9 - 1) / (w - 1) * (π ^ 2 * a * b / (a - b)))) := by
  have h1 := ringGap_scaling hb hab
  have htri : Tendsto (fun m : ℕ => 3 * m + 1) atTop atTop :=
    tendsto_atTop.2 fun c => (eventually_ge_atTop c).mono fun m hm => by omega
  -- the tripled ring has 3(2m+1) = 2(3m+1)+1 cells, again an odd number
  have h3 := h1.comp htri
  have h := (h3.const_mul (w / 9 / (w - 1))).sub (h1.const_mul (1 / (w - 1)))
  have el : w / 9 / (w - 1) * (π ^ 2 * a * b / (a - b)) -
      1 / (w - 1) * (π ^ 2 * a * b / (a - b))
      = (w / 9 - 1) / (w - 1) * (π ^ 2 * a * b / (a - b)) := by ring
  rw [el] at h
  refine h.congr fun m => ?_
  have hu : (w - 1) * (w - 1)⁻¹ = 1 := mul_inv_cancel₀ (sub_ne_zero.2 hw)
  simp only [Function.comp_apply, extrapolant]
  rw [show 3 * (2 * m + 1) = 2 * (3 * m + 1) + 1 by ring]
  generalize ringGap a b (2 * (3 * m + 1) + 1) = x
  generalize ringGap a b (2 * m + 1) = y
  push_cast
  linear_combination (-(2 * (m : ℝ) + 1) ^ 2 * (2 * (a - b))) * hu

/-- The linear `1/n` extrapolant `(3g(3n) - g(n))/2` lies below `2(a-b)` for all
sufficiently large odd `n`. -/
theorem linear_extrapolant_below {a b : ℝ} (hb : 0 < b) (hab : b < a) :
    ∀ᶠ m : ℕ in atTop,
      (3 * ringGap a b (3 * (2 * m + 1)) - ringGap a b (2 * m + 1)) / 2 < 2 * (a - b) := by
  have ha : 0 < a := hb.trans hab
  have hC : 0 < π ^ 2 * a * b / (a - b) := div_pos (by positivity) (sub_pos.2 hab)
  have h := extrapolant_error (w := 3) hb hab (by norm_num)
  have hneg : ((3 : ℝ) / 9 - 1) / (3 - 1) * (π ^ 2 * a * b / (a - b)) < 0 :=
    mul_neg_of_neg_of_pos (by norm_num) hC
  filter_upwards [h.eventually_lt_const hneg] with m hm
  have e : extrapolant a b 3 (2 * m + 1)
      = (3 * ringGap a b (3 * (2 * m + 1)) - ringGap a b (2 * m + 1)) / 2 := by
    unfold extrapolant
    norm_num
  rw [← e]
  by_contra hcon
  exact absurd (mul_nonneg (sq_nonneg _) (sub_nonneg.2 (not_lt.1 hcon))) (not_le.2 hm)

/-- The error of the `1/n²` extrapolant, with weight `w = 9`, tends to zero even after
multiplication by `n²`, along odd `n`. -/
theorem quadratic_extrapolant_error {a b : ℝ} (hb : 0 < b) (hab : b < a) :
    Tendsto (fun m : ℕ => ((2 * m + 1 : ℕ) : ℝ) ^ 2 *
      (extrapolant a b 9 (2 * m + 1) - 2 * (a - b))) atTop (𝓝 0) := by
  have h := extrapolant_error (w := 9) hb hab (by norm_num)
  have e : ((9 : ℝ) / 9 - 1) / (9 - 1) * (π ^ 2 * a * b / (a - b)) = 0 := by norm_num
  rwa [e] at h

end

end DimerizedHueckelRing
```

```lean
#print axioms DimerizedHueckelRing.secular_equation
#print axioms DimerizedHueckelRing.ringGap_scaling
#print axioms DimerizedHueckelRing.linear_extrapolant_below
#print axioms DimerizedHueckelRing.quadratic_extrapolant_error
```

```
'DimerizedHueckelRing.secular_equation' depends on axioms: [propext, Classical.choice, Quot.sound]
'DimerizedHueckelRing.ringGap_scaling' depends on axioms: [propext, Classical.choice, Quot.sound]
'DimerizedHueckelRing.linear_extrapolant_below' depends on axioms: [propext, Classical.choice, Quot.sound]
'DimerizedHueckelRing.quadratic_extrapolant_error' depends on axioms: [propext, Classical.choice, Quot.sound]
```

## Reading the statements

`hop a b k` is $h$, `blochH` is the $2\times 2$ Bloch matrix, and `blochGap` is $2|h|$. `secular_equation` says that a real $E$ solves the secular equation exactly when it is plus or minus half the Bloch gap. The set `blochGaps a b n` collects the gaps at the allowed momenta, and `ringGap` is its infimum. At half filling this is the separation of the highest occupied and lowest empty levels, because the levels come in pairs $\pm|h|$.

`ringGap_closed` needs only $ab \ge 0$ and odd $n$. Its `IsLeast` part says that the closed expression is one of the Bloch gaps and that none is smaller. The limit theorems for the ring assume `0 < b` and `b < a`, and express odd sizes as $n = 2m+1$ with $m \to \infty$. In `linear_extrapolant_below`, `∀ᶠ m : ℕ in atTop` means "for all $m$ beyond some threshold"; no value for the threshold is given. Likewise, `quadratic_extrapolant_error` shows that the error for $w = 9$ vanishes faster than $1/n^2$, without giving its next order.

The file starts from the Bloch matrix and does not diagonalise the $2n \times 2n$ ring Hamiltonian. Open chains, electron interaction and bond lengths that change with $n$ are not treated.

## How the proof runs

- `blochGap_eq` computes the real and imaginary parts of $h$ and combines them into the half-angle form.
- `sin_sq_le_cos_sq` works in units of $t$. Oddness splits the momenta into `2 * j + 1 ≤ n` and `n + 1 ≤ 2 * j`, the two sides of the zone boundary, and monotonicity of the sine settles each.
- `ringGap_closed` exhibits the minimiser $j = m$ for $n = 2m+1$, uses the previous bound for all allowed momenta, and passes from minimum to infimum.
- `tendsto_angle` obtains $n\sin t \to \pi/2$ from the derivative of the sine at zero. `closedGap_scaling` takes the limit of the rationalised quotient, then identifies it with the scaled excess by squaring the root. `ringGap_scaling` restricts this to odd sizes.
- `extrapolant_error` uses $3(2m+1) = 2(3m+1)+1$: the tripled ring is again odd, so the same law applies with $m$ replaced by $3m+1$.
- `linear_extrapolant_below` uses the negative limit at $w = 3$: the scaled error is eventually negative, and since $n^2$ is not, the error itself must be. `quadratic_extrapolant_error` sets $w = 9$.

## Small cases and missing hypotheses

The following checks were done on paper and are not part of the file.

**One cell.** For $n = 1$ only $k = 0$ is allowed, and the formula gives $g(1) = 2(a+b)$, as it should. With $a = 2$, $b = 1$ the limiting gap is $\Delta = 2$. The linear extrapolant from $n = 1$ and $3$ is about $2.20$, still above $\Delta$; from $n = 3$ and $9$ it is about $1.61$. The word "eventually" is needed.

**Even $n$.** For $n = 2$ the momentum $k = \pi$ is allowed, so with $a = 2$, $b = 1$ the smallest gap is exactly $2$, whereas the closed expression gives $2\sqrt5$. A size series that mixes even and odd rings therefore does not follow a single curve.

**Equal hoppings.** If $a = b$, then $\Delta = 0$ and $g(n) = 4a\sin(\pi/2n)$, which does have a leading $1/n$ term. The triple-angle formula turns the linear extrapolant into $8a\sin^3(\pi/6n)$, which is positive for every odd $n$, so it never undershoots.
